A single fermionic mode admits no particle–hole mixing: a problem sheet

**Definitions and conventions.** A is an associative algebra over ℂ with identity 1 and an adjoint a ↦ a*. The adjoint reverses products (`StarRing A`) and, where `StarModule ℂ A` is assumed, satisfies (za)* = z̄ a*. `Nontrivial A` means 0 ≠ 1; it is assumed in (a), (d), (e), (f), (h) and (i). The anticommutator is {a, b} = ab + ba, and c is a CAR mode if

{c, c} = 0,  {c, c*} = 1.

Here c is the annihilator and c*c the number operator. The Bogoliubov operator is g(u, v) = u c + v c*, with no conjugation on u or v. In Lean `conj` is complex conjugation and `‖u‖` is |u|. No Hilbert space, norm, positivity or dimension is assumed for A. The sheet decides when a Bogoliubov transformation preserves the CAR; it does not diagonalise a Hamiltonian or construct a quasiparticle vacuum.

```lean
import Mathlib

open ComplexConjugate

namespace SingleModeBogoliubov

noncomputable section
```

**(a)** Show that a·1 = b·1 forces a = b when 0 ≠ 1.

Solution. If a ≠ b, then (a − b)·1 = 0, and multiplying by (a − b)⁻¹ gives 1 = 0. In the proof `h1` is the first equation and `h2` evaluates the rescaled left side to 1.

```lean
/-- In a nontrivial complex algebra two multiples of the identity agree only if their
coefficients agree. -/
theorem smul_one_inj {A : Type*} [Ring A] [Algebra ℂ A] [Nontrivial A] (a b : ℂ) :
    a • (1 : A) = b • (1 : A) ↔ a = b := by
  constructor
  · intro h
    by_contra hne
    have h1 : (a - b) • (1 : A) = 0 := by rw [sub_smul, h, sub_self]
    have h2 : (a - b)⁻¹ • ((a - b) • (1 : A)) = 1 := by
      rw [smul_smul, inv_mul_cancel₀ (sub_ne_zero.mpr hne), one_smul]
    rw [h1, smul_zero] at h2
    exact zero_ne_one h2
  · rintro rfl
    rfl
```

The definitions above read as follows; `star c` is c*.

```lean
variable {A : Type*} [Ring A] [StarRing A] [Algebra ℂ A]

/-- The anticommutator `{a, b} = a b + b a`. -/
def anticomm (a b : A) : A := a * b + b * a

/-- The canonical anticommutation relations of one mode: `{c, c} = 0` and `{c, c*} = 1`. -/
def IsCAR (c : A) : Prop := anticomm c c = 0 ∧ anticomm c (star c) = 1

/-- The single-mode Bogoliubov operator `g = u c + v c*`. -/
def bogoliubov (u v : ℂ) (c : A) : A := u • c + v • star c

/-- The number operator `c* c` of a mode `c`. -/
def number (c : A) : A := star c * c
```

**(b)** Show that g(u, v)* = g(v̄, ū).

Solution. Additivity, conjugate-linearity and c** = c give

(u c + v c*)* = ū c* + v̄ c.

The CAR is not used.

```lean
/-- The adjoint of `u c + v c*` is `conj v c + conj u c*`. -/
theorem star_bogoliubov [StarModule ℂ A] (u v : ℂ) (c : A) :
    star (bogoliubov u v c) = bogoliubov (conj v) (conj u) c := by
  simp only [bogoliubov, star_add, star_smul, star_star, Complex.star_def]
  exact add_comm _ _
```

**(c)** For a CAR mode c, show that {g(u, v), g(u′, v′)} = (uv′ + vu′)·1.

Solution. Expanding bilinearly and using {c*, c} = {c, c*},

{g, g′} = uu′{c, c} + (uv′ + vu′){c, c*} + vv′{c*, c*}.

The adjoint of cc + cc = 0 is {c*, c*} = 0, so only the middle term survives. In Lean this adjoint relation is `h3`, and `linear_combination` adds `h1`, `h2`, `h3` with exactly these three coefficients.

```lean
/-- For a CAR mode `c`, the anticommutator of `u c + v c*` and `u' c + v' c*` is
`u v' + v u'` times the identity. -/
theorem anticomm_bogoliubov {c : A} (hc : IsCAR c) (u v u' v' : ℂ) :
    anticomm (bogoliubov u v c) (bogoliubov u' v' c) = (u * v' + v * u') • (1 : A) := by
  have h1 : c * c + c * c = 0 := hc.1
  have h2 : c * star c + star c * c = 1 := hc.2
  -- the adjoint relation {c*, c*} = 0
  have h3 : star c * star c + star c * star c = 0 := by
    have h := congrArg star h1
    rwa [star_add, star_mul, star_zero] at h
  simp only [anticomm, bogoliubov, add_mul, mul_add, smul_mul_assoc, mul_smul_comm]
  linear_combination (norm := module)
    (u * u') • h1 + (u * v' + v * u') • h2 + (v * v') • h3
```

**(d)** Show that g(u, v) is a CAR mode iff uv = 0 and |u|² + |v|² = 1.

Solution. Apply (c) with (u′, v′) = (u, v), and then, using (b), with (u′, v′) = (v̄, ū):

{g, g} = 2uv·1,  {g, g*} = (uū + vv̄)·1 = (|u|² + |v|²)·1.

By (a), with 0 = 0·1 and 1 = 1·1 (`h0`, `h1`), the operator equations become 2uv = 0 and |u|² + |v|² = 1. The last lines divide by 2 and pass between ℂ and ℝ.

```lean
/-- For a CAR mode `c` in a nontrivial algebra, `u c + v c*` obeys the CAR exactly when
`u v = 0` and `|u|² + |v|² = 1`. -/
theorem isCAR_bogoliubov_iff_constraints [StarModule ℂ A] [Nontrivial A] {c : A}
    (hc : IsCAR c) (u v : ℂ) :
    IsCAR (bogoliubov u v c) ↔ u * v = 0 ∧ ‖u‖ ^ 2 + ‖v‖ ^ 2 = 1 := by
  have h0 : ∀ a : ℂ, a • (1 : A) = 0 ↔ a = 0 := fun a => by
    have h := smul_one_inj (A := A) a 0
    rwa [zero_smul] at h
  have h1 : ∀ a : ℂ, a • (1 : A) = 1 ↔ a = 1 := fun a => by
    have h := smul_one_inj (A := A) a 1
    rwa [one_smul] at h
  unfold IsCAR
  -- {g, g} = 2 u v and {g, g*} = |u|² + |v|²
  rw [star_bogoliubov, anticomm_bogoliubov hc u v u v,
    anticomm_bogoliubov hc u v (conj v) (conj u), h0, h1, Complex.mul_conj u,
    Complex.mul_conj v, Complex.normSq_eq_norm_sq u, Complex.normSq_eq_norm_sq v]
  exact and_congr
    ⟨fun h => by linear_combination (1 / 2 : ℂ) * h, fun h => by linear_combination 2 * h⟩
    ⟨fun h => by exact_mod_cast h, fun h => by exact_mod_cast h⟩
```

**(e)** Show that g(u, v) is a CAR mode iff |u| = 1 and v = 0, or u = 0 and |v| = 1.

Solution. From uv = 0 one factor vanishes (`mul_eq_zero`). If u = 0 then |v|² = 1, and |v| ≥ 0 gives |v| = 1 (`sq_eq_sq₀`); the case v = 0 is symmetric. Conversely, both cases satisfy the two conditions of (d).

In words, `isCAR_bogoliubov_iff` says that for every CAR mode c in a nontrivial algebra and all complex u, v, the only canonical choices are g = u c or g = v c* with a coefficient of modulus one: a phase, or a complete particle–hole exchange with a phase. The choice u = v = 1/√2 is normalised but has {g, g} = 1. Both hypotheses are needed. In the zero algebra every g obeys the CAR, and for c = 0, which is not a CAR mode, g = 0 fails {g, g*} = 1 even at u = 1, v = 0.

```lean
/-- For a CAR mode `c` in a nontrivial algebra, `u c + v c*` obeys the CAR exactly when
`|u| = 1` and `v = 0`, or `u = 0` and `|v| = 1`. -/
theorem isCAR_bogoliubov_iff [StarModule ℂ A] [Nontrivial A] {c : A}
    (hc : IsCAR c) (u v : ℂ) :
    IsCAR (bogoliubov u v c) ↔ (‖u‖ = 1 ∧ v = 0) ∨ (u = 0 ∧ ‖v‖ = 1) := by
  rw [isCAR_bogoliubov_iff_constraints hc]
  constructor
  · rintro ⟨huv, hn⟩
    -- u v = 0 kills one coefficient, normalisation fixes the modulus of the other
    rcases mul_eq_zero.mp huv with rfl | rfl
    · rw [norm_zero] at hn
      have h2 : ‖v‖ ^ 2 = 1 ^ 2 := by linarith
      exact Or.inr ⟨rfl, (sq_eq_sq₀ (norm_nonneg v) zero_le_one).mp h2⟩
    · rw [norm_zero] at hn
      have h2 : ‖u‖ ^ 2 = 1 ^ 2 := by linarith
      exact Or.inl ⟨(sq_eq_sq₀ (norm_nonneg u) zero_le_one).mp h2, rfl⟩
  · rintro (⟨hu, rfl⟩ | ⟨rfl, hv⟩)
    · simp [hu]
    · simp [hv]
```

**(f)** If c and g are both CAR modes, show that v = 0 and g*g = c*c, or u = 0 and g*g = 1 − c*c.

Solution. Take the cases of (e). For v = 0,

g*g = ūu c*c = c*c.

For u = 0,

g*g = v̄v cc* = cc* = 1 − c*c,

by {c, c*} = 1. The step z̄z = 1 is `hphase`; the second case also adds `h2`.

```lean
/-- If both `c` and `g = u c + v c*` obey the CAR, then `v = 0` and `g* g = c* c`, or
`u = 0` and `g* g = 1 - c* c`. -/
theorem number_bogoliubov [StarModule ℂ A] [Nontrivial A] {c : A} (hc : IsCAR c) {u v : ℂ}
    (hg : IsCAR (bogoliubov u v c)) :
    (v = 0 ∧ number (bogoliubov u v c) = number c) ∨
      (u = 0 ∧ number (bogoliubov u v c) = 1 - number c) := by
  have hphase : ∀ z : ℂ, ‖z‖ = 1 → conj z * z = 1 := fun z hz => by
    rw [mul_comm, Complex.mul_conj z, Complex.normSq_eq_norm_sq z, hz]
    simp
  have h2 : c * star c + star c * c = 1 := hc.2
  rcases (isCAR_bogoliubov_iff hc u v).mp hg with ⟨hu, rfl⟩ | ⟨rfl, hv⟩
  · have hu' := hphase u hu
    refine Or.inl ⟨rfl, ?_⟩
    unfold number
    rw [star_bogoliubov]
    simp only [bogoliubov, map_zero, zero_smul, zero_add, add_zero, smul_mul_assoc,
      mul_smul_comm]
    linear_combination (norm := module) hu' • (star c * c)
  · have hv' := hphase v hv
    refine Or.inr ⟨rfl, ?_⟩
    unfold number
    rw [star_bogoliubov]
    simp only [bogoliubov, map_zero, zero_smul, zero_add, add_zero, smul_mul_assoc,
      mul_smul_comm]
    -- here g* g = c c*
    linear_combination (norm := module) hv' • (c * star c) + h2
```

For several modes, `IsCARFamily c` states {c_i, c_j} = 0 and {c_i, c_j*} = δ_ij·1, and `quasi c u v` is Σ_i (u_i c_i + v_i c_i*) over a finite index set.

```lean
/-- The canonical anticommutation relations of a family of modes:
`{c_i, c_j} = 0` and `{c_i, c_j*} = δ_ij`. -/
def IsCARFamily {ι : Type*} [DecidableEq ι] (c : ι → A) : Prop :=
  (∀ i j, anticomm (c i) (c j) = 0) ∧
    ∀ i j, anticomm (c i) (star (c j)) = if i = j then 1 else 0

/-- The many-mode Bogoliubov operator `∑_i (u_i c_i + v_i c_i*)`. -/
def quasi {ι : Type*} [Fintype ι] (c : ι → A) (u v : ι → ℂ) : A :=
  ∑ i, bogoliubov (u i) (v i) (c i)
```

**(g)** For a finite CAR family, show that the anticommutator of two such operators is Σ_i (u_i v′_i + v_i u′_i)·1.

Solution. The anticommutator is additive in both slots (`hsum`), so it is a double sum over i, j of

u_i u′_j {c_i, c_j} + u_i v′_j {c_i, c_j*} + v_i u′_j {c_j, c_i*} + v_i v′_j {c_i*, c_j*}.

The first term vanishes by the CAR and the last by its adjoint, leaving u_i v′_j δ_ij + v_i u′_j δ_ji (the equation `e`). This is zero unless i = j (`hterm`), and the sum over j collapses.

```lean
/-- For a finite CAR family, the anticommutator of two many-mode Bogoliubov operators is
`∑_i (u_i v'_i + v_i u'_i)` times the identity. -/
theorem anticomm_quasi {ι : Type*} [Fintype ι] [DecidableEq ι] {c : ι → A}
    (hc : IsCARFamily c) (u v u' v' : ι → ℂ) :
    anticomm (quasi c u v) (quasi c u' v') = (∑ i, (u i * v' i + v i * u' i)) • (1 : A) := by
  -- additivity of the anticommutator in both slots
  have hsum : ∀ x y : ι → A,
      anticomm (∑ i, x i) (∑ j, y j) = ∑ i, ∑ j, anticomm (x i) (y j) := by
    intro x y
    have h : (∑ j, y j) * (∑ i, x i) = ∑ i, ∑ j, y j * x i := by
      rw [Finset.sum_mul_sum]
      exact Finset.sum_comm
    unfold anticomm
    rw [h, Finset.sum_mul_sum]
    simp only [Finset.sum_add_distrib]
  -- only equal modes contribute
  have hterm : ∀ i j,
      anticomm (bogoliubov (u i) (v i) (c i)) (bogoliubov (u' j) (v' j) (c j)) =
        if i = j then (u i * v' i + v i * u' i) • (1 : A) else 0 := by
    intro i j
    have h1 : c i * c j + c j * c i = 0 := hc.1 i j
    have h2 : c i * star (c j) + star (c j) * c i = if i = j then 1 else 0 := hc.2 i j
    have h4 : c j * star (c i) + star (c i) * c j = if j = i then 1 else 0 := hc.2 j i
    have h3 : star (c j) * star (c i) + star (c i) * star (c j) = 0 := by
      have h := congrArg star h1
      rwa [star_add, star_mul, star_mul, star_zero] at h
    have e : anticomm (bogoliubov (u i) (v i) (c i)) (bogoliubov (u' j) (v' j) (c j)) =
        (u i * v' j) • (if i = j then (1 : A) else 0) +
          (v i * u' j) • (if j = i then (1 : A) else 0) := by
      simp only [anticomm, bogoliubov, add_mul, mul_add, smul_mul_assoc, mul_smul_comm]
      linear_combination (norm := module)
        (u i * u' j) • h1 + (u i * v' j) • h2 + (v i * u' j) • h4 + (v i * v' j) • h3
    rw [e]
    by_cases hij : i = j
    · subst hij
      simp [add_smul]
    · simp [hij, Ne.symm hij]
  unfold quasi
  rw [hsum]
  simp only [hterm, Finset.sum_ite_eq, Finset.mem_univ, if_true, Finset.sum_smul]
```

**(h)** For a finite CAR family of modes c_i, let g_k = Σ_i (U_ki c_i + V_ki c_i*). Show that the g_k obey the CAR iff

UVᵀ + VUᵀ = 0,  UU† + VV† = 1.

Solution. By (b) term by term, g_l* has coefficients (V̄_l, Ū_l) (`hstar`). Then (g) gives

{g_k, g_l} = Σ_i (U_ki V_li + V_ki U_li)·1,

{g_k, g_l*} = Σ_i (U_ki Ū_li + V_ki V̄_li)·1,

and (a) strips the identity for each pair k, l. These sums are the (k, l) entries of the two matrix expressions, and the theorem states them in that form. The old modes `ι` are finite in number; the index set `κ` of the new ones is arbitrary, and nothing is said about recovering the c_i from the g_k. For one old and one new mode the conditions read as in (d).

```lean
/-- The operators `g_k = ∑_i (U_ki c_i + V_ki c_i*)` built from a finite CAR family obey the
CAR exactly when `U Vᵀ + V Uᵀ = 0` and `U U† + V V† = 1`, written entry by entry. -/
theorem isCARFamily_quasi_iff [StarModule ℂ A] [Nontrivial A] {ι κ : Type*} [Fintype ι]
    [DecidableEq ι] [DecidableEq κ] {c : ι → A} (hc : IsCARFamily c) (U V : κ → ι → ℂ) :
    IsCARFamily (fun k => quasi c (U k) (V k)) ↔
      (∀ k l, ∑ i, (U k i * V l i + V k i * U l i) = 0) ∧
        ∀ k l, ∑ i, (U k i * conj (U l i) + V k i * conj (V l i)) =
          if k = l then 1 else 0 := by
  have hstar : ∀ u v : ι → ℂ,
      star (quasi c u v) = quasi c (fun i => conj (v i)) (fun i => conj (u i)) := by
    intro u v
    simp only [quasi, star_sum, star_bogoliubov]
  have h0 : (0 : A) = (0 : ℂ) • (1 : A) := by simp
  unfold IsCARFamily
  refine and_congr (forall_congr' fun k => forall_congr' fun l => ?_)
    (forall_congr' fun k => forall_congr' fun l => ?_)
  · show anticomm (quasi c (U k) (V k)) (quasi c (U l) (V l)) = 0 ↔ _
    rw [anticomm_quasi hc, h0]
    exact smul_one_inj _ _
  · show anticomm (quasi c (U k) (V k)) (star (quasi c (U l) (V l))) =
      (if k = l then 1 else 0) ↔ _
    have hd : (if k = l then (1 : A) else 0) = (if k = l then (1 : ℂ) else 0) • (1 : A) := by
      split_ifs <;> simp
    rw [hstar, anticomm_quasi hc, hd]
    exact smul_one_inj _ _
```

**(i)** Let c₀ and c₁ form a two-mode CAR family: each is a CAR mode, and {c₀, c₁} = {c₀, c₁*} = 0. Show that g₀ = u c₀ + v c₁* and g₁ = u c₁ − v c₀* obey the CAR iff |u|² + |v|² = 1.

Solution. Here U = u·1, and V has V₀₁ = v, V₁₀ = −v and zero diagonal (`hq`). Since Vᵀ = −V,

UVᵀ + VUᵀ = u(Vᵀ + V) = 0

for all u, v, and

UU† + VV† = (|u|² + |v|²)·1.

The forward direction reads off the (0, 0) entry (`h00`); the reverse checks all four entries of both conditions. In the comment above the theorem, "two CAR modes" means such a family (`IsCARFamily c`). The relations between the modes are needed: if c₀ = c₁, then {g₀, g₀} = 2uv·1, which is not zero when uv ≠ 0. This pair has the form used in BCS pairing of two partner modes such as (k↑, −k↓), here for one isolated pair with no Hamiltonian fixing u and v: mixing with uv ≠ 0 is canonical across two modes when |u|² + |v|² = 1, whereas (e) excludes it within one.

```lean
/-- For two CAR modes, the pair `u c₀ + v c₁*`, `u c₁ - v c₀*` obeys the CAR exactly when
`|u|² + |v|² = 1`. -/
theorem isCARFamily_pair_iff [StarModule ℂ A] [Nontrivial A] {c : Fin 2 → A}
    (hc : IsCARFamily c) (u v : ℂ) :
    IsCARFamily ![u • c 0 + v • star (c 1), u • c 1 - v • star (c 0)] ↔
      ‖u‖ ^ 2 + ‖v‖ ^ 2 = 1 := by
  -- symmetric U, antisymmetric V
  have hq : ![u • c 0 + v • star (c 1), u • c 1 - v • star (c 0)] =
      fun k => quasi c ((![![u, 0], ![0, u]] : Fin 2 → Fin 2 → ℂ) k)
        ((![![0, v], ![-v, 0]] : Fin 2 → Fin 2 → ℂ) k) := by
    funext k
    fin_cases k <;> simp [quasi, bogoliubov, Fin.sum_univ_two]
    abel
  have hsq : ∀ z : ℂ, z * conj z = ((‖z‖ ^ 2 : ℝ) : ℂ) := fun z => by
    rw [Complex.mul_conj z, Complex.normSq_eq_norm_sq z]
  rw [hq, isCARFamily_quasi_iff hc]
  constructor
  · rintro ⟨-, h⟩
    have h00 : u * conj u + v * conj v = 1 := by
      simpa [Fin.sum_univ_two] using h 0 0
    rw [hsq u, hsq v] at h00
    exact_mod_cast h00
  · intro h
    have h' : u * conj u + v * conj v = 1 := by
      rw [hsq u, hsq v]
      exact_mod_cast h
    refine ⟨fun k l => ?_, fun k l => ?_⟩ <;> fin_cases k <;> fin_cases l <;>
      simp [Fin.sum_univ_two] <;> first | ring1 | linear_combination h'
```

**(j)** Show that the 2 × 2 matrix σ with a single 1 in row 0, column 1 is a CAR mode, where the adjoint is the conjugate transpose.

Solution. In the basis (empty, occupied), σ² = 0, σσ† = diag(1, 0) and σ†σ = diag(0, 1), which sum to 1. The proof computes σ† as `hs` and compares entries.

```lean
/-- The lowering matrix on the two-dimensional Fock space of one mode. -/
def lowering : Matrix (Fin 2) (Fin 2) ℂ := !![0, 1; 0, 0]

/-- The `2 × 2` lowering matrix obeys the single-mode CAR. -/
theorem isCAR_witness : IsCAR lowering := by
  have hs : star lowering = !![0, 0; 1, 0] := by
    ext i j
    fin_cases i <;> fin_cases j <;> simp [lowering, Matrix.star_apply]
  refine ⟨?_, ?_⟩
  · unfold anticomm
    ext i j
    simp only [Matrix.add_apply, Matrix.mul_apply, Fin.sum_univ_two]
    fin_cases i <;> fin_cases j <;> simp [lowering]
  · unfold anticomm
    rw [hs]
    ext i j
    simp only [Matrix.add_apply, Matrix.mul_apply, Fin.sum_univ_two]
    fin_cases i <;> fin_cases j <;> simp [lowering]
```

**(k)** Show that the Jordan–Wigner matrices a = σ ⊗ 1 and b = Z ⊗ σ, with Z = diag(1, −1), form a two-mode CAR family.

```lean
/-- The Jordan-Wigner matrix of the first of two modes, in the occupation basis
`00, 01, 10, 11`. -/
def modeA : Matrix (Fin 4) (Fin 4) ℂ := !![0, 0, 1, 0; 0, 0, 0, 1; 0, 0, 0, 0; 0, 0, 0, 0]

/-- The Jordan-Wigner matrix of the second of two modes, in the occupation basis
`00, 01, 10, 11`. -/
def modeB : Matrix (Fin 4) (Fin 4) ℂ := !![0, 1, 0, 0; 0, 0, 0, 0; 0, 0, 0, -1; 0, 0, 0, 0]
```

Solution. From (j), a² = b² = 0 and {a, a†} = 1, and Z² = 1 gives {b, b†} = 1. Since σZ = −σ and Zσ = σ,

{a, b} = (σZ + Zσ) ⊗ σ = 0,  {a, b†} = (σZ + Zσ) ⊗ σ† = 0.

The file uses no tensor products: it multiplies the 4 × 4 matrices entry by entry, gets {b, a} = 0 by symmetry (`hba`) and {b, a†} = 0 as the adjoint of {a, b†} = 0 (`kba`). Parts (j) and (k) supply matrix examples of the modes assumed in (e) and (i).

```lean
set_option maxHeartbeats 400000 in
/-- The two `4 × 4` Jordan-Wigner matrices obey the two-mode CAR. -/
theorem isCARFamily_witness : IsCARFamily ![modeA, modeB] := by
  have sA : star modeA = !![0, 0, 0, 0; 0, 0, 0, 0; 1, 0, 0, 0; 0, 1, 0, 0] := by
    ext i j
    fin_cases i <;> fin_cases j <;> simp [modeA, Matrix.star_apply]
  have sB : star modeB = !![0, 0, 0, 0; 1, 0, 0, 0; 0, 0, 0, 0; 0, 0, -1, 0] := by
    ext i j
    fin_cases i <;> fin_cases j <;> simp [modeB, Matrix.star_apply]
  have haa : anticomm modeA modeA = 0 := by
    unfold anticomm
    ext i j
    simp only [Matrix.add_apply, Matrix.mul_apply, Fin.sum_univ_four]
    fin_cases i <;> fin_cases j <;> simp [modeA]
  have hbb : anticomm modeB modeB = 0 := by
    unfold anticomm
    ext i j
    simp only [Matrix.add_apply, Matrix.mul_apply, Fin.sum_univ_four]
    fin_cases i <;> fin_cases j <;> simp [modeB]
  have hab : anticomm modeA modeB = 0 := by
    unfold anticomm
    ext i j
    simp only [Matrix.add_apply, Matrix.mul_apply, Fin.sum_univ_four]
    fin_cases i <;> fin_cases j <;> simp [modeA, modeB]
  have hba : anticomm modeB modeA = 0 := by
    unfold anticomm at hab ⊢
    rw [add_comm]
    exact hab
  have kaa : anticomm modeA (star modeA) = 1 := by
    unfold anticomm
    rw [sA]
    ext i j
    simp only [Matrix.add_apply, Matrix.mul_apply, Fin.sum_univ_four]
    fin_cases i <;> fin_cases j <;> simp [modeA]
  have kbb : anticomm modeB (star modeB) = 1 := by
    unfold anticomm
    rw [sB]
    ext i j
    simp only [Matrix.add_apply, Matrix.mul_apply, Fin.sum_univ_four]
    fin_cases i <;> fin_cases j <;> simp [modeB]
  have kab : anticomm modeA (star modeB) = 0 := by
    unfold anticomm
    rw [sB]
    ext i j
    simp only [Matrix.add_apply, Matrix.mul_apply, Fin.sum_univ_four]
    fin_cases i <;> fin_cases j <;> simp [modeA]
  -- the last relation is the adjoint of the previous one
  have kba : anticomm modeB (star modeA) = 0 := by
    unfold anticomm at kab ⊢
    have h := congrArg star kab
    rwa [star_add, star_mul, star_mul, star_star, star_zero] at h
  refine ⟨fun i j => ?_, fun i j => ?_⟩
  · fin_cases i <;> fin_cases j <;> simp [haa, hab, hba, hbb]
  · fin_cases i <;> fin_cases j <;> simp [kaa, kab, kba, kbb]

end

end SingleModeBogoliubov
```

```lean
#print axioms SingleModeBogoliubov.number_bogoliubov
#print axioms SingleModeBogoliubov.anticomm_quasi
#print axioms SingleModeBogoliubov.isCARFamily_pair_iff
```

```
'SingleModeBogoliubov.number_bogoliubov' depends on axioms: [propext, Classical.choice, Quot.sound]
'SingleModeBogoliubov.anticomm_quasi' depends on axioms: [propext, Classical.choice, Quot.sound]
'SingleModeBogoliubov.isCARFamily_pair_iff' depends on axioms: [propext, Classical.choice, Quot.sound]
```
